# Steady rate and summit of a reversible two-step volcano with equal prefactors and half-slope barriers

Let $x$ be the free energy of an adsorbed intermediate, in units of $k_BT$, measured from an empty site plus the reactants. Let $D$ be the overall driving force of the catalytic cycle in the same units, so that one full turn lowers the free energy by $D$. The fraction of occupied sites is $\theta$. The first step fills an empty site, and the second step releases the product and empties the site again. With rates measured in units of a common prefactor, I take the rate constants

$$k_1=e^{-x/2},\qquad k_{1r}=e^{x/2},\qquad k_2=e^{(x+D)/2},\qquad k_{2r}=e^{-(x+D)/2},$$

where the subscript $r$ marks the reverse direction.

For $D>0$ I believe that the steady rate is $\sinh(D/4)/\cosh(x/2+D/4)$, and that as $x$ varies it has a single maximum, $\sinh(D/4)$, at $x=-D/2$. This is the volcano curve with both back reactions kept. I would like to see it derived without dropping any terms, and stated and proved in a form that a machine can check. Can that be done?

## Both steps downhill by the same amount

Yes. The free energy changes by $x$ in the first step and by $-(x+D)$ in the second. At $x=-D/2$ both changes equal $-D/2$, so the summit is the point where the two steps share the driving force equally.

The rate constants respect these free energies:

$$\frac{k_1}{k_{1r}}=e^{-x},\qquad \frac{k_2}{k_{2r}}=e^{x+D},\qquad k_1k_2=e^{D}\,k_{1r}k_{2r}.$$

The last relation does not contain $x$: the catalyst changes how the driving force is divided between the steps, but not its total. The factors of one half in the exponents are a postulate. They say that half of each step's free energy change appears in its forward barrier, as with a transfer coefficient of one half. Setting all prefactors to one says that the two steps have the same intrinsic speed. The common prefactor includes the barrier that a step has when its free energy change is zero, so a rate constant above one need not mean a negative barrier. The linear rule is physically meaningful only while the full barriers stay nonnegative, which limits the range of $x$ and $D$, although the algebra holds for all real values.

**The steady coverage.** The net rates of the two steps are

$$r_1=k_1(1-\theta)-k_{1r}\theta,\qquad r_2=k_2\theta-k_{2r}(1-\theta).$$

The coverage is steady when sites are filled as fast as they are emptied, that is, when $r_1=r_2$. Put $E=e^{x+D/2}$. Adding exponents gives

$$k_1E=e^{(x+D)/2}=k_2,\qquad k_{2r}E=e^{x/2}=k_{1r}.$$

Therefore

$$r_1-r_2=(k_1+k_{2r})-\theta\,(k_1+k_{2r}+k_{1r}+k_2)=(k_1+k_{2r})\bigl(1-\theta(1+E)\bigr).$$

The first factor is positive, so the difference vanishes exactly when

$$\theta=\frac{1}{1+e^{x+D/2}}.$$

There is thus one steady coverage for each $x$ and $D$, and it lies strictly between 0 and 1.

**The rate.** Here $1-\theta=E/(1+E)$. Inserting this in $r_1$ and using $k_1E=k_2$ gives

$$r_1=\frac{k_1E-k_{1r}}{1+E}=\frac{e^{(x+D)/2}-e^{x/2}}{1+e^{x+D/2}}.$$

Dividing numerator and denominator by $e^{x/2+D/4}$ leads to

$$r_1=\frac{e^{D/4}-e^{-D/4}}{e^{-(x/2+D/4)}+e^{x/2+D/4}}=\frac{\sinh(D/4)}{\cosh(x/2+D/4)}.$$

The sign of $D$ has played no part so far.

**The summit.** Let $D>0$, so that $\sinh(D/4)>0$. Since $\cosh u\ge 1$, with equality only at $u=0$, the rate is at most $\sinh(D/4)$, and it reaches this value only when $x/2+D/4=0$, which means $x=-D/2$. At $D=0$ the rate is zero for every $x$, and there is no single best catalyst.

**Coverage and flanks.** Write $u=x/2+D/4$, so that $E=e^{2u}$. The coverage is one half exactly when $E=1$, which is again $x=-D/2$. Moreover,

$$\theta(1-\theta)=\frac{e^{2u}}{(1+e^{2u})^2}=\frac{1}{4\cosh^2u},\qquad\text{so}\qquad r_1^2=4\sinh^2(D/4)\,\theta(1-\theta).$$

At fixed $D>0$ the steady rate is therefore small compared with its maximum whenever either occupied or empty sites are scarce. This is a relation along the curve, on which the rate constants vary too, and it does not identify the step that controls the rate. Finally, $\cosh u\ge e^{|u|}/2$ gives, for $D>0$,

$$r_1\le 2\sinh(D/4)\,e^{-|x/2+D/4|}.$$

The natural logarithm of this bound consists of two straight lines with slopes $+\tfrac12$ and $-\tfrac12$ in $x$, the familiar outline of a volcano plot.

## The cycle in Lean

The following file contains the definitions, the main theorem and the additional results.

```lean
import Mathlib

open Real

namespace ReversibleVolcano

noncomputable section

/-- Forward rate constant of the first step (adsorption), for an intermediate of reduced
free energy `x`. -/
def k1 (x : ℝ) : ℝ := exp (-x / 2)

/-- Backward rate constant of the first step. -/
def k1r (x : ℝ) : ℝ := exp (x / 2)

/-- Forward rate constant of the second step (product release), for overall driving
force `D`. -/
def k2 (D x : ℝ) : ℝ := exp ((x + D) / 2)

/-- Backward rate constant of the second step. -/
def k2r (D x : ℝ) : ℝ := exp (-(x + D) / 2)

/-- Net rate of the first step at coverage `θ`: it fills empty sites. -/
def netFirst (x θ : ℝ) : ℝ := k1 x * (1 - θ) - k1r x * θ

/-- Net rate of the second step at coverage `θ`: it empties occupied sites. -/
def netSecond (D x θ : ℝ) : ℝ := k2 D x * θ - k2r D x * (1 - θ)

/-- The coverage `θ` is steady when both steps run at the same net rate. -/
def IsSteady (D x θ : ℝ) : Prop := netFirst x θ = netSecond D x θ

/-- The product of the forward rate constants is `exp D` times the product of the backward
ones, whatever the free energy of the intermediate. -/
theorem forward_eq_exp_mul_backward (D x : ℝ) :
    k1 x * k2 D x = exp D * (k1r x * k2r D x) := by
  unfold k1 k2 k1r k2r
  rw [← Real.exp_add, ← Real.exp_add, ← Real.exp_add]
  congr 1
  ring

/-- There is exactly one steady coverage, `1 / (1 + exp (x + D/2))`. -/
theorem isSteady_iff (D x θ : ℝ) :
    IsSteady D x θ ↔ θ = 1 / (1 + exp (x + D / 2)) := by
  have e1 : exp (-x / 2) * exp (x + D / 2) = exp ((x + D) / 2) := by
    rw [← Real.exp_add]
    congr 1
    ring
  have e2 : exp (-(x + D) / 2) * exp (x + D / 2) = exp (x / 2) := by
    rw [← Real.exp_add]
    congr 1
    ring
  -- the imbalance of the two steps factors, with a positive prefactor
  have key : netFirst x θ - netSecond D x θ =
      (exp (-x / 2) + exp (-(x + D) / 2)) * (1 - θ * (1 + exp (x + D / 2))) := by
    unfold netFirst netSecond k1 k1r k2 k2r
    linear_combination θ * e1 + θ * e2
  have hpos : exp (-x / 2) + exp (-(x + D) / 2) ≠ 0 := by positivity
  have hne : 1 + exp (x + D / 2) ≠ 0 := by positivity
  rw [eq_div_iff hne]
  unfold IsSteady
  constructor
  · intro h
    rw [h, sub_self] at key
    rcases mul_eq_zero.mp key.symm with h0 | h0
    · exact absurd h0 hpos
    · linarith
  · intro h
    rw [h, sub_self, mul_zero] at key
    linarith

/-- The steady rate of the cycle is `sinh (D/4) / cosh (x/2 + D/4)`, for either sign of the
driving force. -/
theorem steady_rate {D x θ : ℝ} (h : IsSteady D x θ) :
    netFirst x θ = sinh (D / 4) / cosh (x / 2 + D / 4) := by
  have hA : exp (-x / 2) = (exp (x / 2))⁻¹ := by
    rw [← Real.exp_neg]
    congr 1
    ring
  have hE : exp (x + D / 2) = exp (x / 2) ^ 2 * exp (D / 4) ^ 2 := by
    simp only [pow_two, ← Real.exp_add]
    congr 1
    ring
  rw [(isSteady_iff D x θ).1 h]
  unfold netFirst k1 k1r
  rw [hA, hE, Real.sinh_eq, Real.cosh_eq]
  simp only [Real.exp_neg, Real.exp_add]
  -- what remains is an identity between rational functions of two positive numbers
  have hp := Real.exp_pos (x / 2)
  have hq := Real.exp_pos (D / 4)
  generalize exp (x / 2) = p at *
  generalize exp (D / 4) = q at *
  field_simp
  ring

/-- Reversible two-step volcano: for a positive driving force the steady rate is
`sinh (D/4) / cosh (x/2 + D/4)`; it never exceeds `sinh (D/4)` and reaches this value exactly
at `x = -D/2`. -/
theorem reversible_volcano {D x θ : ℝ} (hD : 0 < D) (h : IsSteady D x θ) :
    netFirst x θ = sinh (D / 4) / cosh (x / 2 + D / 4) ∧
    netFirst x θ ≤ sinh (D / 4) ∧
    (netFirst x θ = sinh (D / 4) ↔ x = -D / 2) := by
  have hS : 0 < sinh (D / 4) := Real.sinh_pos_iff.2 (by linarith)
  have hr := steady_rate h
  refine ⟨hr, ?_, ?_⟩
  · rw [hr]
    exact div_le_self hS.le (Real.one_le_cosh _)
  · rw [hr]
    constructor
    · intro he
      by_contra hx
      -- away from the summit the hyperbolic cosine is strictly larger than one
      have hu : x / 2 + D / 4 ≠ 0 := fun h0 => hx (by linarith)
      have hc : 1 < cosh (x / 2 + D / 4) := Real.one_lt_cosh.2 hu
      rw [div_eq_iff (Real.cosh_pos _).ne'] at he
      nlinarith [mul_pos hS (sub_pos.2 hc)]
    · intro hx
      have hu : x / 2 + D / 4 = 0 := by rw [hx]; ring
      rw [hu, Real.cosh_zero, div_one]

/-- In the steady state half of the sites are occupied exactly when `x = -D/2`. -/
theorem half_coverage_iff {D x θ : ℝ} (h : IsSteady D x θ) :
    θ = 1 / 2 ↔ x = -D / 2 := by
  have hne : 1 + exp (x + D / 2) ≠ 0 := by positivity
  have hb : θ * (1 + exp (x + D / 2)) = 1 :=
    (eq_div_iff hne).1 ((isSteady_iff D x θ).1 h)
  constructor
  · intro ht
    rw [ht] at hb
    have h1 : exp (x + D / 2) = 1 := by linarith
    have h0 := (Real.exp_eq_one_iff _).1 h1
    linarith
  · intro hx
    have h0 : x + D / 2 = 0 := by rw [hx]; ring
    rw [h0, Real.exp_zero] at hb
    linarith

/-- The square of the steady rate is `4 sinh² (D/4)` times the product of the occupied and
empty fractions of the surface. -/
theorem rate_sq_eq_coverage {D x θ : ℝ} (h : IsSteady D x θ) :
    netFirst x θ ^ 2 = 4 * sinh (D / 4) ^ 2 * (θ * (1 - θ)) := by
  have key : 1 / cosh (x / 2 + D / 4) ^ 2 = 4 * (θ * (1 - θ)) := by
    have hE : exp (x + D / 2) = exp (x / 2 + D / 4) ^ 2 := by
      rw [pow_two, ← Real.exp_add]
      congr 1
      ring
    rw [(isSteady_iff D x θ).1 h, hE, Real.cosh_eq, Real.exp_neg]
    have hw := Real.exp_pos (x / 2 + D / 4)
    generalize exp (x / 2 + D / 4) = w at *
    field_simp
    ring
  rw [steady_rate h, div_pow, div_eq_mul_one_div, key]
  ring

/-- For a positive driving force the steady rate is at most `2 * sinh (D/4) * exp (-|x/2 + D/4|)`.
-/
theorem flank_bound {D x θ : ℝ} (hD : 0 < D) (h : IsSteady D x θ) :
    netFirst x θ ≤ 2 * sinh (D / 4) * exp (-|x / 2 + D / 4|) := by
  have hS : 0 < sinh (D / 4) := Real.sinh_pos_iff.2 (by linarith)
  rw [steady_rate h, div_le_iff₀ (Real.cosh_pos _), ← Real.cosh_abs (x / 2 + D / 4),
    Real.cosh_eq]
  generalize |x / 2 + D / 4| = a
  have h1 : exp (-a) * exp a = 1 := by
    rw [← Real.exp_add, neg_add_cancel, Real.exp_zero]
  have h2 : 2 * sinh (D / 4) * exp (-a) * ((exp a + exp (-a)) / 2) =
      sinh (D / 4) + sinh (D / 4) * exp (-a) ^ 2 := by
    linear_combination sinh (D / 4) * h1
  rw [h2]
  have h3 : 0 ≤ sinh (D / 4) * exp (-a) ^ 2 := mul_nonneg hS.le (sq_nonneg _)
  linarith

end

end ReversibleVolcano
```

```lean
#print axioms ReversibleVolcano.reversible_volcano
-- 'ReversibleVolcano.reversible_volcano' depends on axioms: [propext, Classical.choice, Quot.sound]
#print axioms ReversibleVolcano.half_coverage_iff
-- 'ReversibleVolcano.half_coverage_iff' depends on axioms: [propext, Classical.choice, Quot.sound]
#print axioms ReversibleVolcano.rate_sq_eq_coverage
-- 'ReversibleVolcano.rate_sq_eq_coverage' depends on axioms: [propext, Classical.choice, Quot.sound]
#print axioms ReversibleVolcano.flank_bound
-- 'ReversibleVolcano.flank_bound' depends on axioms: [propext, Classical.choice, Quot.sound]
```

## What the theorems say about the catalyst

All quantities are real numbers. `k1`, `k1r`, `k2` and `k2r` are the four rate constants, with `D` placed before `x` where both occur. `netFirst x θ` is $r_1$ and `netSecond D x θ` is $r_2$. The proposition `IsSteady D x θ` says that these two are equal. The coverage `θ` is not required to lie between 0 and 1, because steadiness already forces it there.

The theorem `isSteady_iff` says that `θ` is steady if and only if it equals $1/(1+e^{x+D/2})$. This supplies both existence and uniqueness, for all real `D` and `x`.

The main theorem, `reversible_volcano`, takes a positive `D` and any steady `θ`, and has three conclusions: the closed formula for the rate, the upper bound $\sinh(D/4)$, and the statement that the bound is reached if and only if `x = -D / 2`. The rate appears as `netFirst x θ`, which has no argument `D`. The driving force enters through the steady coverage, and by the definition of steadiness the second step has the same net rate. Because `isSteady_iff` provides a steady coverage at $x=-D/2$, the bound is a value that the cycle attains, and hence a maximum.

The comparison is between different values of $x$ at fixed $D$, as for different catalysts running the same reaction under the same conditions, provided that the common prefactor, with the intrinsic barrier it contains, is the same for all of them. In an electrochemical cycle where both steps transfer an electron, a change of electrode potential moves $x$ along with $D$, and that path is a different curve through the same formula.

The model has one kind of site and one intermediate. Adsorbates do not interact, activities are fixed and absorbed into the free energies and the common prefactor, and transport to the surface is ignored. The result is thus an exact instance of the Sabatier idea that binding should be neither too weak nor too strong, for these particular rate constants, and not a proof of that idea for catalysts at large. In computational screening, where adsorption free energies from electronic-structure calculations serve as descriptors, it gives an exact reference curve for testing a mean-field microkinetic code on this one-intermediate cycle with these rate constants.

**A rate function in place of a steady-state hypothesis.** The rate could have been defined directly as a function of $x$, by inserting the coverage $1/(1+e^{x+D/2})$ into `netFirst`. The main theorem would then say that this function has a unique maximiser on the real line, with no hypothesis about `θ`. The wording would be closer to "the volcano has one peak", but the balance of the two steps would disappear from the statement, and a separate theorem would have to show that the inserted coverage is the steady one. With `IsSteady` as a hypothesis, the kinetic condition stays visible in every result about the rate.

## How the proofs follow the algebra

`forward_eq_exp_mul_backward` proves the relation between the products of rate constants. It merges each product of exponentials into one exponential and compares the exponents.

In `isSteady_iff`, the auxiliary equations `e1` and `e2` are $k_1E=k_2$ and $k_{2r}E=k_{1r}$. The equation `key` is the factorisation of $r_1-r_2$, which `linear_combination` obtains by adding $\theta$ times each of the two. The tactic `positivity` shows that the prefactor is not zero. If the coverage is steady, the product in `key` vanishes, so its second factor must vanish, and this is the coverage formula. In the other direction, the formula makes the second factor zero and the two net rates equal.

`steady_rate` inserts the steady coverage and expands the hyperbolic functions into exponentials. Everything can then be written in terms of $p=e^{x/2}$ and $q=e^{D/4}$. The `generalize` steps replace the exponentials by these two positive numbers, and `field_simp` and `ring` verify the remaining identity between rational functions. This takes the place of the division by $e^{x/2+D/4}$ in the derivation above.

`reversible_volcano` first records that $\sinh(D/4)$ is positive. The upper bound follows from `Real.one_le_cosh`, since dividing a nonnegative number by something at least one cannot increase it. For uniqueness, the proof supposes that the rate equals $\sinh(D/4)$ although $x\ne -D/2$. Then $u\neq0$, so $\cosh u>1$ by `Real.one_lt_cosh`, while the assumed equality reads $\sinh(D/4)=\sinh(D/4)\cosh u$. The product $\sinh(D/4)(\cosh u-1)$ would have to be both zero and positive, and `nlinarith` finds this contradiction. The converse is the substitution $x=-D/2$, which gives $\cosh 0=1$.

`half_coverage_iff` starts from $\theta(1+E)=1$. Setting $\theta=1/2$ gives $E=1$, and an exponential equals one only when its exponent is zero. The converse inserts $x=-D/2$ into the same equation.

`rate_sq_eq_coverage` proves $1/\cosh^2u=4\theta(1-\theta)$ as its own `key`, after writing both sides in terms of $w=e^u$. Squaring the rate formula then gives the result.

`flank_bound` replaces $\cosh u$ by $\cosh|u|$ and writes $a=|u|$. After multiplication by the positive denominator, the right-hand side becomes

$$2\sinh(D/4)\,e^{-a}\cosh a=\sinh(D/4)+\sinh(D/4)\,e^{-2a}.$$

The last term is nonnegative, so the right-hand side is at least $\sinh(D/4)$, as required.
